# Static charge and spin response of a two-component Landau energy

A: Let $u$ and $d$ be the changes in spin-up and spin-down quasiparticle density. If $N>0$, $1+Nf_s>0$ and $1+Nf_a>0$, the energy

$$E(u,d)=\frac{u^2+d^2}{N}+\frac{f_s}{2}(u+d)^2+\frac{f_a}{2}(u-d)^2-a(u+d)-h(u-d)$$

has exactly one minimizer, and there

$$u+d=\frac{Na}{1+Nf_s},\qquad u-d=\frac{Nh}{1+Nf_a}.$$

Here $N$ is the quasiparticle density of states at the Fermi level, summed over both spins. The constants $f_s$ and $f_a$ are the spin-symmetric and spin-antisymmetric interactions, and $a$ and $h$ are the fields conjugate to density and spin polarization. For $N>0$ the two stability conditions are also necessary for a unique minimizer.

Q: Derive it by hand first. Where do the denominators come from?

A: From $u^2+d^2=\tfrac12(u+d)^2+\tfrac12(u-d)^2$. Substituting this separates the channels:

$$E=\frac{1+Nf_s}{2N}(u+d)^2-a(u+d)+\frac{1+Nf_a}{2N}(u-d)^2-h(u-d).$$

Define $n$ and $m$ by $(1+Nf_s)n=Na$ and $(1+Nf_a)m=Nh$. Completing both squares gives

$$E=-\frac{an+hm}{2}+\frac{1+Nf_s}{2N}(u+d-n)^2+\frac{1+Nf_a}{2N}(u-d-m)^2.$$

With positive coefficients, $E$ is smallest exactly when both squares vanish. Then $u+d=n$ and $u-d=m$, which fixes $u=(n+m)/2$ and $d=(n-m)/2$. Differentiating the responses gives the susceptibilities $N/(1+Nf_s)$ and $N/(1+Nf_a)$.

Q: And if a coefficient is not positive?

A: Suppose $(u,d)$ is a minimizer and move the total density both ways:

$$E(u+1,d+1)+E(u-1,d-1)=2E(u,d)+\frac{4(1+Nf_s)}{N}.$$

If $1+Nf_s\le 0$, the right side is at most $2E(u,d)$. Since $E(u-1,d-1)\ge E(u,d)$, it follows that $E(u+1,d+1)\le E(u,d)$. The displaced state is then a second minimizer, so uniqueness fails. Steps $(1,-1)$ and $(-1,1)$ do the same for the spin channel.

Q: Now the code. What does it take as the physical system?

In Lean 4 with Mathlib:

```lean
import Mathlib

namespace LandauFermiLiquidResponse

noncomputable section
```

A: An explicit real function of two real numbers. There is no Hamiltonian behind it in the code.

```lean
/-- Landau energy of density changes `u` (spin up) and `d` (spin down), with total density of
states `N`, interactions `fs` and `fa`, and fields `a` (charge) and `h` (spin). -/
def landauEnergy (N fs fa a h u d : ℝ) : ℝ :=
  (u ^ 2 + d ^ 2) / N + fs / 2 * (u + d) ^ 2 + fa / 2 * (u - d) ^ 2
    - a * (u + d) - h * (u - d)
```

The term $(u^2+d^2)/N$ is the zero-temperature cost, with energies measured from the unperturbed chemical potential, of filling states above the Fermi level or emptying states below it, when each spin of the unpolarized reference state has a constant density of states $N/2$. The products $Nf_s$ and $Nf_a$ are the dimensionless Landau parameters $F_0^s$ and $F_0^a$. The field $a$ acts as a chemical-potential shift, while $h$ is a Zeeman energy, so a magnetic susceptibility in laboratory units needs additional factors of the magnetic moment.

Q: Is "equilibrium" just a vanishing gradient?

A: No, it is global minimality over all real pairs.

```lean
/-- The density changes `u` and `d` minimize the Landau energy globally. -/
def IsEquilibrium (N fs fa a h u d : ℝ) : Prop :=
  ∀ u' d' : ℝ, landauEnergy N fs fa a h u d ≤ landauEnergy N fs fa a h u' d'
```

Q: How do I know that $f_s$ and $f_a$ are the usual interactions, with the usual factors of two?

A: The first theorem rewrites the energy in terms of spin pairs. Parallel spins couple through $f_s+f_a$ and antiparallel spins through $f_s-f_a$, with the factor $\tfrac12$ for double counting. The fields become $a+h$ on spin up and $a-h$ on spin down. Unfolding the definition and calling `ring` proves it.

```lean
/-- The interaction part of the Landau energy is a pair energy with coupling `fs + fa` for
parallel spins and `fs - fa` for antiparallel spins. -/
theorem landauEnergy_eq_pair_interaction (N fs fa a h u d : ℝ) :
    landauEnergy N fs fa a h u d =
      (u ^ 2 + d ^ 2) / N
        + ((fs + fa) * (u * u + d * d) + (fs - fa) * (u * d + d * u)) / 2
        - (a + h) * u - (a - h) * d := by
  unfold landauEnergy
  ring
```

Q: Where is the square completed?

A: In the next lemma, which uses the same $n$ and $m$ as above. It needs only $N\neq0$ and the two linear response equations, with no sign condition. The proof expresses $a$ and $h$ through $n$ and $m$, clears denominators and compares polynomials.

```lean
/-- If `N` is nonzero and `n` and `m` solve the linear response equations of the charge and spin
channels, the Landau energy is a constant plus one square for each channel. -/
theorem landauEnergy_eq_squares {N fs fa a h n m : ℝ} (hN : N ≠ 0)
    (hn : (1 + N * fs) * n = N * a) (hm : (1 + N * fa) * m = N * h) (u d : ℝ) :
    landauEnergy N fs fa a h u d =
      -(a * n + h * m) / 2 + (1 + N * fs) / (2 * N) * (u + d - n) ^ 2
        + (1 + N * fa) / (2 * N) * (u - d - m) ^ 2 := by
  -- express the fields through the responses they produce
  have ea : a = (1 + N * fs) * n / N := (eq_div_iff hN).mpr (by linarith)
  have eh : h = (1 + N * fa) * m / N := (eq_div_iff hN).mpr (by linarith)
  rw [ea, eh]
  unfold landauEnergy
  field_simp
  ring
```

The positivity argument is separate: if $Ax^2+By^2\le0$ with $A,B>0$, then $x=y=0$. Were either displacement nonzero, its term would be strictly positive and the other nonnegative.

```lean
/-- A sum of two squares with positive stiffnesses that is not positive has both
displacements equal to zero. -/
theorem displacements_eq_zero {A B x y : ℝ} (hA : 0 < A) (hB : 0 < B)
    (hxy : A * x ^ 2 + B * y ^ 2 ≤ 0) : x = 0 ∧ y = 0 := by
  constructor
  · by_contra hx
    have hx' : x ≠ 0 := hx
    have h1 : 0 < A * x ^ 2 := by positivity
    have h2 : 0 ≤ B * y ^ 2 := by positivity
    linarith
  · by_contra hy
    have hy' : y ≠ 0 := hy
    have h1 : 0 ≤ A * x ^ 2 := by positivity
    have h2 : 0 < B * y ^ 2 := by positivity
    linarith
```

Q: Does the response formula characterize equilibrium, or merely follow from it?

A: It characterizes it when $N>0$, $1+Nf_s>0$ and $1+Nf_a>0$. In the forward direction, the proof compares a minimizer with $((n+m)/2,(n-m)/2)$, where both squares vanish, and applies the previous lemma. In the reverse direction, the squares of any competing state are nonnegative.

```lean
/-- With both channels stable, a state is an equilibrium exactly when its density and spin
polarization are the bare responses divided by `1 + N * fs` and `1 + N * fa`. -/
theorem isEquilibrium_iff {N fs fa : ℝ} (hN : 0 < N) (hs : 0 < 1 + N * fs)
    (ha : 0 < 1 + N * fa) (a h u d : ℝ) :
    IsEquilibrium N fs fa a h u d ↔
      u + d = N * a / (1 + N * fs) ∧ u - d = N * h / (1 + N * fa) := by
  obtain ⟨n, hn0⟩ : ∃ x, x = N * a / (1 + N * fs) := ⟨_, rfl⟩
  obtain ⟨m, hm0⟩ : ∃ x, x = N * h / (1 + N * fa) := ⟨_, rfl⟩
  have hn : (1 + N * fs) * n = N * a := by
    have := (eq_div_iff hs.ne').mp hn0
    linarith
  have hm : (1 + N * fa) * m = N * h := by
    have := (eq_div_iff ha.ne').mp hm0
    linarith
  rw [← hn0, ← hm0]
  have hsq := landauEnergy_eq_squares hN.ne' hn hm
  have hA : 0 < (1 + N * fs) / (2 * N) := div_pos hs (by linarith)
  have hB : 0 < (1 + N * fa) / (2 * N) := div_pos ha (by linarith)
  constructor
  · intro hmin
    -- compare with the state in which both squares vanish
    have key := hmin ((n + m) / 2) ((n - m) / 2)
    have e1 : (n + m) / 2 + (n - m) / 2 - n = 0 := by ring
    have e2 : (n + m) / 2 - (n - m) / 2 - m = 0 := by ring
    rw [hsq u d, hsq ((n + m) / 2) ((n - m) / 2), e1, e2] at key
    obtain ⟨hx, hy⟩ := displacements_eq_zero (x := u + d - n) (y := u - d - m) hA hB
      (by linarith)
    exact ⟨by linarith, by linarith⟩
  · rintro ⟨h1, h2⟩ u' d'
    rw [hsq u d, hsq u' d', h1, h2, sub_self, sub_self]
    have p1 := mul_nonneg hA.le (sq_nonneg (u' + d' - n))
    have p2 := mul_nonneg hB.le (sq_nonneg (u' - d' - m))
    linarith
```

Q: Then the opening claim should be short.

A: It is, under the same three conditions. The symbol `∃!` states existence and uniqueness of the pair `p`, and the second part gives the responses of every equilibrium. The proof supplies the explicit state, then recovers $u$ and $d$ from their sum and difference.

```lean
/-- With both channels stable, the Landau energy has a unique minimizer, and its density and
spin polarization are `N a / (1 + N fs)` and `N h / (1 + N fa)`. -/
theorem landau_charge_spin_response {N fs fa : ℝ} (hN : 0 < N) (hs : 0 < 1 + N * fs)
    (ha : 0 < 1 + N * fa) (a h : ℝ) :
    (∃! p : ℝ × ℝ, IsEquilibrium N fs fa a h p.1 p.2) ∧
      ∀ u d : ℝ, IsEquilibrium N fs fa a h u d →
        u + d = N * a / (1 + N * fs) ∧ u - d = N * h / (1 + N * fa) := by
  refine ⟨?_, fun u d hp => (isEquilibrium_iff hN hs ha a h u d).mp hp⟩
  have h0 : IsEquilibrium N fs fa a h
      ((N * a / (1 + N * fs) + N * h / (1 + N * fa)) / 2)
      ((N * a / (1 + N * fs) - N * h / (1 + N * fa)) / 2) :=
    (isEquilibrium_iff hN hs ha a h _ _).mpr ⟨by ring, by ring⟩
  refine ⟨(_, _), h0, ?_⟩
  rintro ⟨u, d⟩ hp
  have hp' : IsEquilibrium N fs fa a h u d := hp
  obtain ⟨h1, h2⟩ := (isEquilibrium_iff hN hs ha a h u d).mp hp'
  simp only [Prod.mk.injEq]
  constructor <;> linarith
```

Q: Are the stability conditions really equivalent to uniqueness, whatever the fields?

A: Yes, for $N>0$ and any fixed $a$ and $h$. In the code, `hsum` is the opposite-displacement identity, `h2` makes the displaced state a minimizer, and `h3` draws the impossible conclusion $u+1=u$.

```lean
/-- For a positive density of states, the Landau energy has a unique minimizer if and only if
`1 + N * fs` and `1 + N * fa` are both positive. -/
theorem existsUnique_equilibrium_iff_stable {N : ℝ} (hN : 0 < N) (fs fa a h : ℝ) :
    (∃! p : ℝ × ℝ, IsEquilibrium N fs fa a h p.1 p.2) ↔
      0 < 1 + N * fs ∧ 0 < 1 + N * fa := by
  refine ⟨?_, fun hst => (landau_charge_spin_response hN hst.1 hst.2 a h).1⟩
  rintro ⟨⟨u, d⟩, hmin, huniq⟩
  have hmin' : IsEquilibrium N fs fa a h u d := hmin
  constructor
  · by_contra hneg
    have hc : (1 + N * fs) / N ≤ 0 :=
      div_nonpos_of_nonpos_of_nonneg (not_lt.mp hneg) hN.le
    -- opposite displacements of the total density
    have hsum : landauEnergy N fs fa a h (u + 1) (d + 1)
        + landauEnergy N fs fa a h (u - 1) (d - 1)
        = 2 * landauEnergy N fs fa a h u d + 4 * ((1 + N * fs) / N) := by
      unfold landauEnergy
      field_simp
      ring
    have h1 := hmin' (u - 1) (d - 1)
    have h2 : IsEquilibrium N fs fa a h (u + 1) (d + 1) := fun u' d' => by
      have := hmin' u' d'
      linarith
    have h3 : u + 1 = u := congrArg Prod.fst (huniq (u + 1, d + 1) h2)
    linarith
  · by_contra hneg
    have hc : (1 + N * fa) / N ≤ 0 :=
      div_nonpos_of_nonpos_of_nonneg (not_lt.mp hneg) hN.le
    -- opposite displacements of the spin polarization
    have hsum : landauEnergy N fs fa a h (u + 1) (d - 1)
        + landauEnergy N fs fa a h (u - 1) (d + 1)
        = 2 * landauEnergy N fs fa a h u d + 4 * ((1 + N * fa) / N) := by
      unfold landauEnergy
      field_simp
      ring
    have h1 := hmin' (u - 1) (d + 1)
    have h2 : IsEquilibrium N fs fa a h (u + 1) (d - 1) := fun u' d' => by
      have := hmin' u' d'
      linarith
    have h3 : u + 1 = u := congrArg Prod.fst (huniq (u + 1, d - 1) h2)
    linarith
```

Q: A susceptibility is a derivative. Is that proved too?

A: Yes, for both channels' susceptibilities, again with $N>0$, $1+Nf_s>0$ and $1+Nf_a>0$. Choose an equilibrium for each value of $a$ at fixed $h$, which makes `u` and `d` functions of the field. The characterization shows that their sum is linear in $a$, and `HasDerivAt` records its slope.

```lean
/-- The derivative of the equilibrium density with respect to the charge field is
`N / (1 + N * fs)`. -/
theorem charge_susceptibility {N fs fa : ℝ} (hN : 0 < N) (hs : 0 < 1 + N * fs)
    (ha : 0 < 1 + N * fa) (h : ℝ) (u d : ℝ → ℝ)
    (heq : ∀ a, IsEquilibrium N fs fa a h (u a) (d a)) (a : ℝ) :
    HasDerivAt (fun x => u x + d x) (N / (1 + N * fs)) a := by
  have hlin : (fun x => u x + d x) = fun x => N / (1 + N * fs) * x := by
    funext x
    rw [((isEquilibrium_iff hN hs ha x h (u x) (d x)).mp (heq x)).1]
    ring
  rw [hlin]
  exact ((hasDerivAt_id' a).const_mul _).congr_deriv (mul_one _)
```

The spin version varies $h$ at fixed $a$ and differentiates the difference.

```lean
/-- The derivative of the equilibrium spin polarization with respect to the spin field is
`N / (1 + N * fa)`. -/
theorem spin_susceptibility {N fs fa : ℝ} (hN : 0 < N) (hs : 0 < 1 + N * fs)
    (ha : 0 < 1 + N * fa) (a : ℝ) (u d : ℝ → ℝ)
    (heq : ∀ h, IsEquilibrium N fs fa a h (u h) (d h)) (h : ℝ) :
    HasDerivAt (fun x => u x - d x) (N / (1 + N * fa)) h := by
  have hlin : (fun x => u x - d x) = fun x => N / (1 + N * fa) * x := by
    funext x
    rw [((isEquilibrium_iff hN hs ha a x (u x) (d x)).mp (heq x)).2]
    ring
  rw [hlin]
  exact ((hasDerivAt_id' h).const_mul _).congr_deriv (mul_one _)

end

end LandauFermiLiquidResponse
```

```lean
#print axioms LandauFermiLiquidResponse.landau_charge_spin_response
#print axioms LandauFermiLiquidResponse.existsUnique_equilibrium_iff_stable
#print axioms LandauFermiLiquidResponse.charge_susceptibility
#print axioms LandauFermiLiquidResponse.spin_susceptibility
```

```
'LandauFermiLiquidResponse.landau_charge_spin_response' depends on axioms: [propext, Classical.choice, Quot.sound]
'LandauFermiLiquidResponse.existsUnique_equilibrium_iff_stable' depends on axioms: [propext, Classical.choice, Quot.sound]
'LandauFermiLiquidResponse.charge_susceptibility' depends on axioms: [propext, Classical.choice, Quot.sound]
'LandauFermiLiquidResponse.spin_susceptibility' depends on axioms: [propext, Classical.choice, Quot.sound]
```

Q: What part of Fermi-liquid theory is missing?

A: The quadratic energy is assumed, not derived from a microscopic Hamiltonian, and $N$, $f_s$ and $f_a$ are inputs. Only uniform, static, isotropic changes of the two spin densities appear, so there are no higher angular harmonics, collective modes or quasiparticle lifetimes. The variables are also unbounded, whereas the physical expansion needs small density changes. For charged particles the long-range Coulomb term is not part of $f_s$: $N/(1+Nf_s)$ is then the derivative of the density with respect to the chemical potential with a neutralizing background, the response to the total (external plus Hartree) potential and not to the external one alone.

Q: Where would I meet this in a calculation?

A: One use of fixed-spin-moment calculations is to estimate the spin susceptibility of a paramagnet: compute the total energy at several small imposed polarizations and fit a parabola. Within this quadratic two-density model, the zero-field curvature in $u-d$ is $(1+Nf_a)/N$. When both channels are stable, its inverse is the spin susceptibility.

Q: Does the same argument give anything nearby?

A: The Stoner enhancement. A mean-field contact repulsion couples only antiparallel spins and contributes $U\,u\,d$ with $U>0$ to the quadratic energy, so $f_s=U/2$ and $f_a=-U/2$. The spin response becomes $N/(1-NU/2)$, and the spin channel is stable when $NU/2<1$, where $N/2$ is the density of states per spin.
